# Adding 1 − 2s on 0 < s ≤ 1 to a radial density shifts Y_k at r > 1 by −k/((k+1)(k+2)r^k)

`coreShift_potentialY` concerns the radial potential function Y_k(r), in which the density inside r enters through its k-th moment divided by r^k, and the density outside through r^(k+1) times the integral of f(s)/s^(k+1). It says that adding 1 − 2s on 0 < s ≤ 1 to a radial density g changes Y_k at every r > 1 by exactly −k/((k+1)(k+2)r^k), which is zero for k = 0. The function g need only be real-valued and integrable on (0, ∞); neither positivity nor normalisation is assumed. The proof uses `potentialY_sub` to reduce the shift to the difference of the k-th moments inside radius 1, then computes the added moment as 1/(k+1) − 2/(k+2).

An attempt in Lean 4 with a fault in it:

```lean
import Mathlib

open MeasureTheory Set

namespace CoreShiftPotentialY

noncomputable section

/-- The `k`-th radial moment of the density `f` inside the radius `r`. -/
def moment (k : ℕ) (f : ℝ → ℝ) (r : ℝ) : ℝ :=
  ∫ s in Ioc 0 r, f s * s ^ k

/-- The radial potential function `Y_k` of the density `f`, for radii `r > 0`: the charge inside
`r` enters through its `k`-th moment, the charge outside through an inverse power. -/
def potentialY (k : ℕ) (f : ℝ → ℝ) (r : ℝ) : ℝ :=
  moment k f r / r ^ k + r ^ (k + 1) * ∫ s in Ioi r, f s / s ^ (k + 1)

/-- The radial density change `1 - 2s` on `0 < s ≤ 1`, and zero elsewhere. -/
def coreShift : ℝ → ℝ := (Ioc (0 : ℝ) 1).indicator (fun s => 1 - 2 * s)

/-- The inner integral in `Y_k` is finite for every integrable radial density. -/
theorem inner_integrable (k : ℕ) {f : ℝ → ℝ} (hf : IntegrableOn f (Ioi 0)) (r : ℝ) :
    IntegrableOn (fun s => f s * s ^ k) (Ioc 0 r) := by
  have hf' : IntegrableOn f (Ioc 0 r) := hf.mono_set (fun s hs => hs.1)
  -- on the inner region the weight is at most `r ^ k`
  refine Integrable.mono' (hf'.norm.mul_const (r ^ k))
    (hf'.aestronglyMeasurable.mul (continuous_pow k).aestronglyMeasurable) ?_
  refine ae_restrict_of_forall_mem measurableSet_Ioc (fun s hs => ?_)
  have h0 : 0 ≤ s := hs.1.le
  have h1 : s ≤ r := hs.2
  rw [norm_mul, norm_pow, Real.norm_of_nonneg h0]
  gcongr

/-- The moment of an integrable density inside `r` is the moment inside a smaller radius
`rc ≥ 0` plus the contribution of the shell between `rc` and `r`. -/
theorem moment_split (k : ℕ) {f : ℝ → ℝ} (hf : IntegrableOn f (Ioi 0)) {rc r : ℝ}
    (hrc : 0 ≤ rc) (h : rc ≤ r) :
    moment k f r = moment k f rc + ∫ s in Ioc rc r, f s * s ^ k := by
  have hd : Disjoint (Ioc 0 rc) (Ioc rc r) :=
    Set.disjoint_left.2 fun x hx hy => not_lt_of_ge hx.2 hy.1
  unfold moment
  rw [← Ioc_union_Ioc_eq_Ioc hrc h]
  exact setIntegral_union hd measurableSet_Ioc (inner_integrable k hf rc)
    ((inner_integrable k hf r).mono_set (fun s hs => ⟨lt_of_le_of_lt hrc hs.1, hs.2⟩))

/-- If two integrable radial densities agree beyond `rc ≥ 0`, then at every `r > rc` their `Y_k`
differ by `r ^ (-k)` times the difference of their `k`-th moments inside `rc`. -/
theorem potentialY_sub (k : ℕ) {f g : ℝ → ℝ} (hf : IntegrableOn f (Ioi 0))
    (hg : IntegrableOn g (Ioi 0)) {rc r : ℝ} (hrc : 0 ≤ rc) (h : rc < r)
    (hfg : ∀ s, rc < s → f s = g s) :
    potentialY k f r - potentialY k g r = (moment k f rc - moment k g rc) / r ^ k := by
  -- the shell between `rc` and `r` contributes equally
  have h1 : ∫ s in Ioc rc r, f s * s ^ k = ∫ s in Ioc rc r, g s * s ^ k :=
    setIntegral_congr_fun measurableSet_Ioc (fun s hs => by simp only [hfg s hs.1])
  -- and so does everything beyond `r`
  have h2 : ∫ s in Ioi r, f s / s ^ (k + 1) = ∫ s in Ioi r, g s / s ^ (k + 1) :=
    setIntegral_congr_fun measurableSet_Ioi
      (fun s hs => by simp only [hfg s (lt_trans h hs)])
  unfold potentialY
  rw [moment_split k hf hrc h.le, moment_split k hg hrc h.le, h1, h2]
  ring

/-- Adding `1 - 2s` on `0 < s ≤ 1` to any integrable density shifts `Y_k` at every `r > 1` by
`-k / ((k + 1) (k + 2) r ^ k)`. -/
theorem coreShift_potentialY (k : ℕ) {g : ℝ → ℝ} (hg : IntegrableOn g (Ioi 0)) {r : ℝ}
    (h : 1 < r) :
    potentialY k (fun s => g s + coreShift s) r - potentialY k g r
      = -(k : ℝ) / ((k + 1) * (k + 2) * r ^ k) := by
  have hc : Continuous (fun s : ℝ => 1 - 2 * s) := by fun_prop
  have hck : Continuous (fun s : ℝ => (1 - 2 * s) * s ^ k) := by fun_prop
  have hδ : Integrable coreShift :=
    (integrable_indicator_iff measurableSet_Ioc).2 hc.integrableOn_Ioc
  have hout : ∀ s, 1 < s → g s + coreShift s = g s := fun s hs => by
    have hn : s ∉ Ioc (0 : ℝ) 1 := fun hx => not_lt_of_ge hx.2 hs
    rw [coreShift, indicator_of_notMem hn, add_zero]
  -- the moment of the added density
  have hI : ∫ s in Ioc (0 : ℝ) 1, (1 - 2 * s) * s ^ k = 1 / (k + 1) - 2 * (1 / (k + 2)) := by
    have e : ∀ s : ℝ, (1 - 2 * s) * s ^ k = s ^ k - 2 * s ^ (k + 1) := fun s => by ring
    simp only [e]
    rw [← intervalIntegral.integral_of_le zero_le_one, intervalIntegral.integral_sub
      ((continuous_pow k).intervalIntegrable 0 1)
      ((continuous_const.mul (continuous_pow (k + 1))).intervalIntegrable 0 1),
      intervalIntegral.integral_const_mul, integral_pow, integral_pow]
    push_cast
    rw [one_pow, one_pow, zero_pow (by omega), zero_pow (by omega)]
    ring
  have hm : moment k (fun s => g s + coreShift s) 1
      = moment k g 1 + ∫ s in Ioc (0 : ℝ) 1, (1 - 2 * s) * s ^ k := by
    unfold moment
    rw [← integral_add (inner_integrable k hg 1) hck.integrableOn_Ioc]
    refine setIntegral_congr_fun measurableSet_Ioc (fun s hs => ?_)
    simp only [coreShift, indicator_of_mem hs]
    ring
  have hr : r ≠ 0 := by linarith
  have h1 : (k : ℝ) + 1 ≠ 0 := by positivity
  have h2 : (k : ℝ) + 2 ≠ 0 := by positivity
  rw [potentialY_sub k (hg.add hδ.integrableOn) hg zero_le_one h hout, hm, hI,
    add_sub_cancel_left]
  field_simp
  ring

end

end CoreShiftPotentialY
```

Lean reports:

```
Main.lean:80:55: error: Tactic `rewrite` failed: Did not find an occurrence of the pattern
  ∫ (x : ℝ) in 0..1, x ^ k - ((fun x => ?m.459) * fun a => a ^ (k + 1)) x ∂?m.480
in the target expression
  ∫ (x : ℝ) in 0..1, x ^ k - 2 * x ^ (k + 1) = 1 / (↑k + 1) - 2 * (1 / (↑k + 2))

k : ℕ
g : ℝ → ℝ
hg : IntegrableOn g (Ioi 0) volume
r : ℝ
h : 1 < r
hc : Continuous fun s => 1 - 2 * s
hck : Continuous fun s => (1 - 2 * s) * s ^ k
hδ : Integrable coreShift volume
hout : ∀ (s : ℝ), 1 < s → g s + coreShift s = g s
e : ∀ (s : ℝ), (1 - 2 * s) * s ^ k = s ^ k - 2 * s ^ (k + 1)
⊢ ∫ (x : ℝ) in 0..1, x ^ k - 2 * x ^ (k + 1) = 1 / (↑k + 1) - 2 * (1 / (↑k + 2))
Main.lean:97:6: error: Tactic `rewrite` failed: Did not find an occurrence of the pattern
  potentialY k (g + coreShift) r - potentialY k g r
in the target expression
  potentialY k (fun s => g s + coreShift s) r - potentialY k g r = -↑k / ((↑k + 1) * (↑k + 2) * r ^ k)

k : ℕ
g : ℝ → ℝ
hg : IntegrableOn g (Ioi 0) volume
r : ℝ
h : 1 < r
hc : Continuous fun s => 1 - 2 * s
hck : Continuous fun s => (1 - 2 * s) * s ^ k
hδ : Integrable coreShift volume
hout : ∀ (s : ℝ), 1 < s → g s + coreShift s = g s
hI : ∫ (s : ℝ) in Ioc 0 1, (1 - 2 * s) * s ^ k = 1 / (↑k + 1) - 2 * (1 / (↑k + 2))
hm : moment k (fun s => g s + coreShift s) 1 = moment k g 1 + ∫ (s : ℝ) in Ioc 0 1, (1 - 2 * s) * s ^ k
hr : r ≠ 0
h1 : ↑k + 1 ≠ 0
h2 : ↑k + 2 ≠ 0
⊢ potentialY k (fun s => g s + coreShift s) r - potentialY k g r = -↑k / ((↑k + 1) * (↑k + 2) * r ^ k)
```

Both errors have the same cause: a function built with pointwise operations is definitionally equal to the one in the goal but written differently, and `rw` does not unfold those operations to find a match.

In the first, `continuous_const.mul …` gives `intervalIntegral.integral_sub` a product of two functions, applied to `x`, where the goal has `2 * x ^ (k + 1)`. The new `i2` states integrability for `fun s => 2 * s ^ (k + 1)`, so the pattern takes the goal's form.

In the second, `hg.add hδ.integrableOn` is about `g + coreShift`, so `potentialY_sub` looks for `potentialY k (g + coreShift) r`, while the goal has `fun s => g s + coreShift s`. The new `hsum` gives the same proof a type with the goal's form, which Lean accepts by definitional equality.

Naming `i1` is tidying, as the `x ^ k` part already matched. The powers of 0 and 1 are now simplified before `push_cast`, with `z1` and `z2` for the zeros. Neither message calls for this: the old line doing that work was never reached.

This version goes through:

```diff
@@ -77,11 +77,14 @@
   have hI : ∫ s in Ioc (0 : ℝ) 1, (1 - 2 * s) * s ^ k = 1 / (k + 1) - 2 * (1 / (k + 2)) := by
     have e : ∀ s : ℝ, (1 - 2 * s) * s ^ k = s ^ k - 2 * s ^ (k + 1) := fun s => by ring
+    have i1 : IntervalIntegrable (fun s : ℝ => s ^ k) volume 0 1 :=
+      Continuous.intervalIntegrable (by fun_prop) 0 1
+    have i2 : IntervalIntegrable (fun s : ℝ => 2 * s ^ (k + 1)) volume 0 1 :=
+      Continuous.intervalIntegrable (by fun_prop) 0 1
+    have z1 : (0 : ℝ) ^ (k + 1) = 0 := zero_pow (Nat.succ_ne_zero k)
+    have z2 : (0 : ℝ) ^ (k + 1 + 1) = 0 := zero_pow (Nat.succ_ne_zero (k + 1))
     simp only [e]
-    rw [← intervalIntegral.integral_of_le zero_le_one, intervalIntegral.integral_sub
-      ((continuous_pow k).intervalIntegrable 0 1)
-      ((continuous_const.mul (continuous_pow (k + 1))).intervalIntegrable 0 1),
-      intervalIntegral.integral_const_mul, integral_pow, integral_pow]
+    rw [← intervalIntegral.integral_of_le zero_le_one, intervalIntegral.integral_sub i1 i2,
+      intervalIntegral.integral_const_mul, integral_pow, integral_pow, z1, z2, one_pow, one_pow]
     push_cast
-    rw [one_pow, one_pow, zero_pow (by omega), zero_pow (by omega)]
     ring
   have hm : moment k (fun s => g s + coreShift s) 1
@@ -95,6 +98,6 @@
   have h1 : (k : ℝ) + 1 ≠ 0 := by positivity
   have h2 : (k : ℝ) + 2 ≠ 0 := by positivity
-  rw [potentialY_sub k (hg.add hδ.integrableOn) hg zero_le_one h hout, hm, hI,
-    add_sub_cancel_left]
+  have hsum : IntegrableOn (fun s => g s + coreShift s) (Ioi 0) := hg.add hδ.integrableOn
+  rw [potentialY_sub k hsum hg zero_le_one h hout, hm, hI, add_sub_cancel_left]
   field_simp
   ring
```
